# Equal ions in a one-dimensional harmonic trap have exactly one equilibrium in left-to-right order

Equal ions on a line can stay at rest where the harmonic trap force balances their Coulomb repulsion, and since swapping two labels gives another solution of the same equations, the ions are numbered here from left to right. With positions $x_0<\dots<x_{N-1}$, the balance reads

$$x_i=R_i(x),\qquad R_i(x)=\sum_{j\ne i}\frac{x_i-x_j}{|x_i-x_j|^3}.$$

For every $N$ exactly one ordered chain satisfies this. Lengths are in units of $\ell$, where $\ell^3=q^2/(4\pi\varepsilon_0 m\omega^2)$ for ions of charge $q$ and mass $m$ in a trap of angular frequency $\omega$.

## Starting positions and normal modes

A trapped-ion code can use this chain as its initial condition, or expand about it to get the axial normal modes that are then quantised as phonons. For classical point ions confined to a line, two solvers that reach exact force balance in the same order have found the same chain, whatever their starting guesses.

## From pair forces to a single equilibrium

Write $F_{ij}=(x_i-x_j)/|x_i-x_j|^3$. Since $F_{ji}=-F_{ij}$, any displacements $v_i$ satisfy

$$\sum_{i\ne j}(v_i-v_j)F_{ij}=2\sum_i v_iR_i(x).$$

**Uniqueness.** Let $x$ and $y$ be ordered equilibria, and put $a=x_i-x_j$, $b=y_i-y_j$. These have the same sign. If both are positive,

$$(a-b)\left(\frac1{a^2}-\frac1{b^2}\right)=-\frac{(a-b)^2(a+b)}{a^2b^2}\le0.$$

If both are negative, reversing both signs leaves the product of separation difference and force difference unchanged, so it is again at most zero. Summing over pairs, with $v=x-y$ in the identity for each chain, gives

$$0\ge2\sum_i(x_i-y_i)\bigl(R_i(x)-R_i(y)\bigr)=2\sum_i(x_i-y_i)^2,$$

so $x=y$.

**Existence.** In units of $m\omega^2\ell^2$ the energy is

$$U(x)=\sum_i\frac{x_i^2}{2}+\frac12\sum_{i\ne j}\frac1{|x_i-x_j|}.$$

Let $E$ be the energy of the chain $0,1,\dots,N-1$. All terms of $U$ are non-negative, so an ordered chain $y$ with $U(y)\le E$ has $y_i^2\le2E$ and $1/|y_i-y_j|\le2E$. Its positions are therefore bounded by $2E+1$ and its separations are at least $1/(2(E+1))$. These conditions define a compact set on which $U$ is continuous, so $U$ has a minimum there. Ordered chains outside the set have energy above $E$, so this minimum is the least among all ordered chains.

At the minimiser $x$, small displacements keep the order. Since $1/|u|$ has derivative $-u'u/|u|^3$, the identity gives

$$0=\left.\frac{d}{dt}U(x+tv)\right|_{t=0}=\sum_i v_i\bigl(x_i-R_i(x)\bigr).$$

Choosing $v_i=x_i-R_i(x)$ makes this a vanishing sum of squares, so every force balances.

**Three ions.** Put them at $-a,0,a$ with $a>0$. The middle forces cancel, and the right-hand ion requires

$$a=\frac1{a^2}+\frac1{(2a)^2}=\frac5{4a^2}.$$

Hence $a^3=1.25$ and $a\approx1.077$. The two repulsive forces are about $0.862$ and $0.215$, which add up to $a$.

## The Lean source

```lean
import Mathlib

open Finset Filter Topology

namespace IonChain

noncomputable section

variable {N : ℕ}

/-- Coulomb force on ion `i` from all other ions on the line, in dimensionless units,
for pairwise distinct positions. -/
def repulsion (x : Fin N → ℝ) (i : Fin N) : ℝ :=
  ∑ j ∈ univ.erase i, (x i - x j) / |x i - x j| ^ 3

/-- Force balance: for every ion the harmonic restoring force cancels the Coulomb repulsion.
The positions are meant to be pairwise distinct. -/
def IsEquilibrium (x : Fin N → ℝ) : Prop := ∀ i, x i = repulsion x i

/-- Trap energy plus Coulomb energy, the latter as half the sum over ordered pairs,
for pairwise distinct positions. -/
def energy (x : Fin N → ℝ) : ℝ :=
  ∑ i, x i ^ 2 / 2 + 1 / 2 * ∑ i, ∑ j ∈ univ.erase i, 1 / |x i - x j|

private lemma repulsion_eq (x : Fin N → ℝ) (i : Fin N) :
    repulsion x i = ∑ j, (x i - x j) / |x i - x j| ^ 3 :=
  Finset.sum_erase _ (by simp)

/-- Virtual work: the work of the pair forces on the relative displacements, summed over ordered
pairs, is twice the work of the total Coulomb forces on the single ions. -/
theorem virtual_work (x v : Fin N → ℝ) :
    ∑ i, ∑ j, (v i - v j) * ((x i - x j) / |x i - x j| ^ 3)
      = 2 * ∑ i, v i * repulsion x i := by
  -- action equals reaction
  have h : ∑ i, ∑ j, v j * ((x i - x j) / |x i - x j| ^ 3)
      = -∑ i, ∑ j, v i * ((x i - x j) / |x i - x j| ^ 3) := by
    rw [Finset.sum_comm, ← Finset.sum_neg_distrib]
    refine sum_congr rfl fun i _ => ?_
    rw [← Finset.sum_neg_distrib]
    refine sum_congr rfl fun j _ => ?_
    rw [abs_sub_comm (x j) (x i)]
    ring
  have h2 : ∑ i, v i * repulsion x i
      = ∑ i, ∑ j, v i * ((x i - x j) / |x i - x j| ^ 3) :=
    sum_congr rfl fun i _ => by rw [repulsion_eq, Finset.mul_sum]
  simp only [sub_mul, Finset.sum_sub_distrib]
  rw [h, h2]
  ring

private lemma pair_pos {a b : ℝ} (ha : 0 < a) (hb : 0 < b) :
    (a - b) * (a / |a| ^ 3 - b / |b| ^ 3) ≤ 0 := by
  rw [abs_of_pos ha, abs_of_pos hb]
  have e : (a - b) * (a / a ^ 3 - b / b ^ 3)
      = -((a - b) ^ 2 * (a + b) / (a ^ 2 * b ^ 2)) := by
    field_simp
    ring
  rw [e]
  exact neg_nonpos.2 (by positivity)

private lemma pair_neg {a b : ℝ} (ha : a < 0) (hb : b < 0) :
    (a - b) * (a / |a| ^ 3 - b / |b| ^ 3) ≤ 0 := by
  have h := pair_pos (neg_pos.2 ha) (neg_pos.2 hb)
  rw [abs_neg, abs_neg] at h
  convert h using 1
  ring

/-- Two equilibria with the ions in increasing order coincide. -/
theorem equilibrium_unique {x y : Fin N → ℝ} (hx : StrictMono x) (hy : StrictMono y)
    (ex : IsEquilibrium x) (ey : IsEquilibrium y) : x = y := by
  have wx := virtual_work x (fun i => x i - y i)
  have wy := virtual_work y (fun i => x i - y i)
  -- the pair force weakens with distance
  have d : ∑ i, ∑ j, ((x i - y i) - (x j - y j)) *
      ((x i - x j) / |x i - x j| ^ 3 - (y i - y j) / |y i - y j| ^ 3) ≤ 0 := by
    refine sum_nonpos fun i _ => sum_nonpos fun j _ => ?_
    rw [show (x i - y i) - (x j - y j) = (x i - x j) - (y i - y j) by ring]
    rcases lt_trichotomy i j with h | h | h
    · exact pair_neg (sub_neg.2 (hx h)) (sub_neg.2 (hy h))
    · subst h
      simp
    · exact pair_pos (sub_pos.2 (hx h)) (sub_pos.2 (hy h))
  have s : ∑ i, (x i - y i) ^ 2
      = ∑ i, (x i - y i) * repulsion x i - ∑ i, (x i - y i) * repulsion y i := by
    rw [← Finset.sum_sub_distrib]
    refine sum_congr rfl fun i _ => ?_
    rw [← ex i, ← ey i]
    ring
  have split : ∑ i, ∑ j, ((x i - y i) - (x j - y j)) *
      ((x i - x j) / |x i - x j| ^ 3 - (y i - y j) / |y i - y j| ^ 3)
      = 2 * ∑ i, (x i - y i) * repulsion x i - 2 * ∑ i, (x i - y i) * repulsion y i := by
    rw [← wx, ← wy, ← Finset.sum_sub_distrib]
    refine sum_congr rfl fun i _ => ?_
    rw [← Finset.sum_sub_distrib]
    exact sum_congr rfl fun j _ => mul_sub _ _ _
  have z : ∑ i, (x i - y i) ^ 2 = 0 :=
    le_antisymm (by linarith) (sum_nonneg fun i _ => sq_nonneg _)
  funext i
  have h := (Finset.sum_eq_zero_iff_of_nonneg
    (fun i _ => sq_nonneg (x i - y i))).1 z i (mem_univ i)
  exact sub_eq_zero.1 ((pow_eq_zero_iff two_ne_zero).1 h)

private lemma deriv_coulomb {u : ℝ → ℝ} {u' t : ℝ} (hu : HasDerivAt u u' t) (h : u t ≠ 0) :
    HasDerivAt (fun s => 1 / |u s|) (-(u' * (u t / |u t| ^ 3))) t := by
  have key : ∀ a : ℝ, a ≠ 0 → HasDerivAt (fun r : ℝ => 1 / |r|) (-(a / |a| ^ 3)) a := by
    intro a ha
    have e : a / a ^ 3 = 1 / a ^ 2 := by field_simp
    rcases lt_or_gt_of_ne ha with hn | hp
    · refine ((hasDerivAt_const a (1 : ℝ)).fun_div (hasDerivAt_abs_neg hn)
        (abs_ne_zero.2 ha)).congr_deriv ?_
      simp only [abs_of_neg hn]
      rw [show (-a) ^ 3 = -(a ^ 3) by ring, div_neg, e]
      ring
    · refine ((hasDerivAt_const a (1 : ℝ)).fun_div (hasDerivAt_abs_pos hp)
        (abs_ne_zero.2 ha)).congr_deriv ?_
      simp only [abs_of_pos hp]
      rw [e]
      ring
  exact ((key (u t) h).comp t hu).congr_deriv (by ring)

/-- For distinct positions, the rate of change of the energy along a displacement `v` is the
work done against the net force. -/
theorem hasDerivAt_energy {x : Fin N → ℝ} (hx : Function.Injective x) (v : Fin N → ℝ) :
    HasDerivAt (fun t : ℝ => energy (fun i => x i + t * v i))
      (∑ i, v i * (x i - repulsion x i)) 0 := by
  have hl : ∀ i, HasDerivAt (fun t : ℝ => x i + t * v i) (v i) 0 := fun i =>
    (((hasDerivAt_id' (0 : ℝ)).mul_const (v i)).const_add (x i)).congr_deriv (one_mul _)
  have trap : HasDerivAt (fun t : ℝ => ∑ i, (x i + t * v i) ^ 2 / 2) (∑ i, v i * x i) 0 := by
    refine HasDerivAt.fun_sum fun i _ => ?_
    have hs : (fun t : ℝ => (x i + t * v i) ^ 2 / 2)
        = fun t => (x i + t * v i) * (x i + t * v i) / 2 := by
      funext t
      ring
    rw [hs]
    exact (((hl i).fun_mul (hl i)).div_const 2).congr_deriv (by ring)
  have pair : HasDerivAt
      (fun t : ℝ => ∑ i, ∑ j ∈ univ.erase i, 1 / |(x i + t * v i) - (x j + t * v j)|)
      (∑ i, ∑ j ∈ univ.erase i, -((v i - v j) * ((x i - x j) / |x i - x j| ^ 3))) 0 := by
    refine HasDerivAt.fun_sum fun i _ => HasDerivAt.fun_sum fun j hj => ?_
    have hij : x i ≠ x j := hx.ne (ne_of_mem_erase hj).symm
    exact (deriv_coulomb ((hl i).fun_sub (hl j))
      (by simpa [sub_eq_zero] using hij)).congr_deriv (by simp)
  have e : ∑ i, ∑ j ∈ univ.erase i, -((v i - v j) * ((x i - x j) / |x i - x j| ^ 3))
      = -(2 * ∑ i, v i * repulsion x i) := by
    rw [← virtual_work x v, ← Finset.sum_neg_distrib]
    refine sum_congr rfl fun i _ => ?_
    rw [← Finset.sum_neg_distrib]
    exact Finset.sum_erase _ (by simp)
  unfold energy
  refine (trap.fun_add (pair.const_mul (1 / 2))).congr_deriv ?_
  rw [e]
  simp only [mul_sub, Finset.sum_sub_distrib]
  ring

/-- An ordered chain whose energy is least among all ordered chains is in equilibrium. -/
theorem equilibrium_of_minimal {x : Fin N → ℝ} (hx : StrictMono x)
    (hmin : ∀ y : Fin N → ℝ, StrictMono y → energy x ≤ energy y) : IsEquilibrium x := by
  have key : ∀ v : Fin N → ℝ, ∑ i, v i * (x i - repulsion x i) = 0 := by
    intro v
    -- a small displacement keeps the order of the ions
    have ho : ∀ᶠ t in 𝓝 (0 : ℝ), ∀ i j, i < j → x i + t * v i < x j + t * v j := by
      refine eventually_all.2 fun i => eventually_all.2 fun j => ?_
      by_cases hij : i < j
      · have c : ∀ k, ContinuousAt (fun t : ℝ => x k + t * v k) 0 := fun k => by fun_prop
        exact ((c i).eventually_lt (c j) (by simpa using hx hij)).mono fun t ht _ => ht
      · exact Eventually.of_forall fun t h => absurd h hij
    have hloc : IsLocalMin (fun t : ℝ => energy (fun i => x i + t * v i)) 0 := by
      show ∀ᶠ t in 𝓝 (0 : ℝ),
        energy (fun i => x i + 0 * v i) ≤ energy (fun i => x i + t * v i)
      simp only [zero_mul, add_zero]
      exact ho.mono fun t ht => hmin _ (fun i j hij => ht i j hij)
    exact hloc.hasDerivAt_eq_zero (hasDerivAt_energy hx.injective v)
  -- take the displacement to be minus the net force
  have z := key (fun i => x i - repulsion x i)
  intro i
  have h := (Finset.sum_eq_zero_iff_of_nonneg
    (fun i _ => mul_self_nonneg (x i - repulsion x i))).1 z i (mem_univ i)
  exact sub_eq_zero.1 (mul_self_eq_zero.1 h)

private lemma energy_bounds (y : Fin N → ℝ) :
    (∀ i, y i ^ 2 / 2 ≤ energy y) ∧ ∀ i j, i ≠ j → 1 / |y i - y j| ≤ 2 * energy y := by
  have A : 0 ≤ ∑ i, y i ^ 2 / 2 := sum_nonneg fun i _ => by positivity
  have P : ∀ i, 0 ≤ ∑ j ∈ univ.erase i, 1 / |y i - y j| := fun i =>
    sum_nonneg fun j _ => by positivity
  have B : 0 ≤ ∑ i, ∑ j ∈ univ.erase i, 1 / |y i - y j| := sum_nonneg fun i _ => P i
  unfold energy
  constructor
  · intro i
    have h : y i ^ 2 / 2 ≤ ∑ i, y i ^ 2 / 2 :=
      single_le_sum (f := fun i => y i ^ 2 / 2) (fun i _ => by positivity) (mem_univ i)
    linarith
  · intro i j hij
    have h1 : 1 / |y i - y j| ≤ ∑ j ∈ univ.erase i, 1 / |y i - y j| :=
      single_le_sum (f := fun j => 1 / |y i - y j|) (fun j _ => by positivity)
        (mem_erase.2 ⟨hij.symm, mem_univ j⟩)
    have h2 : ∑ j ∈ univ.erase i, 1 / |y i - y j|
        ≤ ∑ i, ∑ j ∈ univ.erase i, 1 / |y i - y j| :=
      single_le_sum (f := fun i => ∑ j ∈ univ.erase i, 1 / |y i - y j|)
        (fun i _ => P i) (mem_univ i)
    linarith

/-- Among all ordered chains of `N` ions there is one of least energy. -/
theorem exists_minimal (N : ℕ) : ∃ x : Fin N → ℝ, StrictMono x ∧
    ∀ y : Fin N → ℝ, StrictMono y → energy x ≤ energy y := by
  let x₀ : Fin N → ℝ := fun i => ((i : ℕ) : ℝ)
  have h₀ : StrictMono x₀ := fun i j h => Nat.cast_lt.2 h
  obtain ⟨E, hE⟩ : ∃ E, E = energy x₀ := ⟨_, rfl⟩
  have E0 : 0 ≤ E := by
    rw [hE]
    unfold energy
    positivity
  -- bounded positions and separations bounded below
  let K : Set (Fin N → ℝ) := Set.Icc (fun _ => -(2 * E + 1)) (fun _ => 2 * E + 1) ∩
    {y | ∀ i j, i < j → 1 / (2 * (E + 1)) ≤ y j - y i}
  have hδ : 0 < 1 / (2 * (E + 1)) := by positivity
  have hK : ∀ y ∈ K, StrictMono y := fun y hy i j hij =>
    sub_pos.1 (hδ.trans_le (hy.2 i j hij))
  have low : ∀ y : Fin N → ℝ, StrictMono y → energy y ≤ E → y ∈ K := by
    intro y hy hyE
    have hb := energy_bounds y
    refine ⟨⟨fun i => ?_, fun i => ?_⟩, fun i j hij => ?_⟩
    · show -(2 * E + 1) ≤ y i
      nlinarith [hb.1 i, sq_nonneg (y i + 1)]
    · show y i ≤ 2 * E + 1
      nlinarith [hb.1 i, sq_nonneg (y i - 1)]
    · have hp : 0 < y j - y i := sub_pos.2 (hy hij)
      have h := hb.2 j i hij.ne'
      rw [abs_of_pos hp, div_le_iff₀ hp] at h
      rw [div_le_iff₀ (by positivity)]
      nlinarith [mul_le_mul_of_nonneg_right hyE hp.le]
  have hclosed : IsClosed {y : Fin N → ℝ | ∀ i j, i < j → 1 / (2 * (E + 1)) ≤ y j - y i} := by
    simp only [Set.ofPred_forall]
    exact isClosed_iInter fun i => isClosed_iInter fun j => isClosed_iInter fun _ =>
      isClosed_le continuous_const (by fun_prop)
  have hcomp : IsCompact K := isCompact_Icc.inter_right hclosed
  have hc : ContinuousOn (fun y : Fin N → ℝ => energy y) K := by
    have h1 : ContinuousOn (fun y : Fin N → ℝ => ∑ i, y i ^ 2 / 2) K := by fun_prop
    have h2 : ContinuousOn
        (fun y : Fin N → ℝ => ∑ i, ∑ j ∈ univ.erase i, 1 / |y i - y j|) K := by
      refine continuousOn_finsetSum _ fun i _ => continuousOn_finsetSum _ fun j hj => ?_
      refine ContinuousOn.div continuousOn_const (by fun_prop) fun y hy => ?_
      exact abs_ne_zero.2 (sub_ne_zero.2 ((hK y hy).injective.ne (ne_of_mem_erase hj).symm))
    exact h1.add (continuousOn_const.mul h2)
  have m₀ : x₀ ∈ K := low x₀ h₀ hE.ge
  obtain ⟨x, hxK, hmin⟩ := hcomp.exists_isMinOn ⟨x₀, m₀⟩ hc
  refine ⟨x, hK x hxK, fun y hy => ?_⟩
  by_cases h : energy y ≤ E
  · exact hmin (low y hy h)
  · have hx₀ : energy x ≤ energy x₀ := hmin m₀
    linarith [not_le.1 h]

/-- For every number of equal ions in a one-dimensional harmonic trap there is exactly one
equilibrium with the ions in increasing order. -/
theorem existsUnique_equilibrium (N : ℕ) :
    ∃! x : Fin N → ℝ, StrictMono x ∧ IsEquilibrium x := by
  obtain ⟨x, hx, hmin⟩ := exists_minimal N
  have ex := equilibrium_of_minimal hx hmin
  exact ⟨x, ⟨hx, ex⟩, fun y hy => equilibrium_unique hy.1 hx hy.2 ex⟩

/-- An ordered chain is in equilibrium exactly when its energy is least among all ordered
chains. -/
theorem equilibrium_iff_minimal {x : Fin N → ℝ} (hx : StrictMono x) :
    IsEquilibrium x ↔ ∀ y : Fin N → ℝ, StrictMono y → energy x ≤ energy y := by
  refine ⟨fun ex => ?_, equilibrium_of_minimal hx⟩
  obtain ⟨z, hz, hmin⟩ := exists_minimal N
  rw [equilibrium_unique hx hz ex (equilibrium_of_minimal hz hmin)]
  exact hmin

/-- An ordered equilibrium chain is mirror symmetric about the trap centre. -/
theorem equilibrium_mirror {x : Fin N → ℝ} (hx : StrictMono x) (ex : IsEquilibrium x)
    (i : Fin N) : x (Fin.rev i) = -x i := by
  have hy : StrictMono (fun i => -x (Fin.rev i)) := fun i j h =>
    neg_lt_neg (hx (Fin.rev_lt_rev.2 h))
  have ey : IsEquilibrium (fun i => -x (Fin.rev i)) := by
    intro i
    rw [repulsion_eq]
    have h := ex (Fin.rev i)
    rw [repulsion_eq, ← Equiv.sum_comp Fin.revPerm] at h
    refine (congrArg Neg.neg h).trans ?_
    rw [← Finset.sum_neg_distrib]
    refine sum_congr rfl fun j _ => ?_
    show -((x i.rev - x j.rev) / |x i.rev - x j.rev| ^ 3)
      = (-x i.rev - -x j.rev) / |-x i.rev - -x j.rev| ^ 3
    rw [show -x i.rev - -x j.rev = -(x i.rev - x j.rev) by ring, abs_neg]
    ring
  have h : -x (Fin.rev i) = x i := congrFun (equilibrium_unique hy hx ey ex) i
  linarith

/-- Three ions at `-a`, `0`, `a` with `a > 0` are in equilibrium exactly when `4 a³ = 5`. -/
theorem three_ions {a : ℝ} (ha : 0 < a) :
    IsEquilibrium (![-a, 0, a] : Fin 3 → ℝ) ↔ 4 * a ^ 3 = 5 := by
  have e : 2 * a / (2 * a) ^ 3 + a / a ^ 3 = 5 / (4 * a ^ 2) := by
    have e1 : a / a ^ 3 = 1 / a ^ 2 := by field_simp
    rw [show 2 * a / (2 * a) ^ 3 = 1 / 4 * (a / a ^ 3) by ring, e1]
    ring
  have p2 : |2 * a| = 2 * a := abs_of_pos (by positivity)
  have h2 : repulsion (![-a, 0, a] : Fin 3 → ℝ) 2 = 5 / (4 * a ^ 2) := by
    rw [repulsion_eq, Fin.sum_univ_three, ← e]
    show (a - -a) / |a - -a| ^ 3 + (a - 0) / |a - 0| ^ 3 + (a - a) / |a - a| ^ 3 = _
    rw [show a - -a = 2 * a by ring, p2, sub_zero, abs_of_pos ha, sub_self, zero_div, add_zero]
  have h1 : repulsion (![-a, 0, a] : Fin 3 → ℝ) 1 = 0 := by
    rw [repulsion_eq, Fin.sum_univ_three]
    show (0 - -a) / |0 - -a| ^ 3 + (0 - 0) / |(0 : ℝ) - 0| ^ 3 + (0 - a) / |0 - a| ^ 3 = 0
    rw [show 0 - -a = a by ring, show 0 - a = -a by ring, abs_neg, sub_self, zero_div]
    ring
  have h0 : repulsion (![-a, 0, a] : Fin 3 → ℝ) 0 = -(5 / (4 * a ^ 2)) := by
    rw [repulsion_eq, Fin.sum_univ_three, ← e]
    show (-a - -a) / |-a - -a| ^ 3 + (-a - 0) / |-a - 0| ^ 3 + (-a - a) / |-a - a| ^ 3 = _
    rw [show -a - a = -(2 * a) by ring, abs_neg, p2, sub_zero, abs_neg, abs_of_pos ha,
      sub_self, zero_div]
    ring
  have key : a = 5 / (4 * a ^ 2) ↔ 4 * a ^ 3 = 5 := by
    rw [eq_div_iff (by positivity)]
    constructor <;> intro h <;> linarith
  constructor
  · intro h
    exact key.1 ((h 2).trans h2)
  · intro h i
    have k := key.2 h
    fin_cases i
    · exact (congrArg Neg.neg k).trans h0.symm
    · exact h1.symm
    · exact k.trans h2.symm

end

end IonChain
```

```lean
#print axioms IonChain.existsUnique_equilibrium
-- 'IonChain.existsUnique_equilibrium' depends on axioms: [propext, Classical.choice, Quot.sound]
#print axioms IonChain.equilibrium_iff_minimal
-- 'IonChain.equilibrium_iff_minimal' depends on axioms: [propext, Classical.choice, Quot.sound]
#print axioms IonChain.equilibrium_mirror
-- 'IonChain.equilibrium_mirror' depends on axioms: [propext, Classical.choice, Quot.sound]
#print axioms IonChain.three_ions
-- 'IonChain.three_ions' depends on axioms: [propext, Classical.choice, Quot.sound]
```

## Reading the statement and its proof

A chain is a function `x : Fin N → ℝ`, `StrictMono x` is the left-to-right order, and `IsEquilibrium x` is the force balance. `repulsion` is $R_i$, and `energy` is $U$, trap part included. In `existsUnique_equilibrium`, `∃!` says that one such chain exists and no other does; $N=0$ is allowed and gives the empty chain. Lean sets division by zero to zero, so the order condition is also what keeps coincident ions out.

`virtual_work` proves the identity by exchanging the two sums. `pair_pos` and `pair_neg` are the sign estimates, which `equilibrium_unique` applies after splitting into $i<j$, $i=j$ and $i>j$. `energy_bounds` supplies the bounds for the compactness argument in `exists_minimal`. `deriv_coulomb` and `hasDerivAt_energy` compute the derivative, and `equilibrium_of_minimal` sets it to zero and inserts $v_i=x_i-R_i(x)$, which is minus the net force.

Uniqueness then gives two corollaries. `equilibrium_iff_minimal` identifies ordered equilibria with energy minimisers among ordered chains. `equilibrium_mirror` reflects the chain and reverses its labels; the result is again an ordered equilibrium, so $x_{N-1-i}=-x_i$. `three_ions` is the example above, in the form $4a^3=5$.

## Transverse motion and solver error

The model treats the ions as classical points at rest in an exactly harmonic axial potential without stray fields, and it assumes that transverse confinement holds them on the axis. The minimum is taken among chains on the line, so it says nothing about buckling into a zigzag. For a solver, the theorems identify the target but give no convergence rate. An error estimate is not among the Lean theorems, but it follows from the uniqueness argument: if an ordered chain $x$ leaves the residuals $r_i=x_i-R_i(x)$ and $y$ is the ordered equilibrium, then $\sum_i(x_i-y_i)^2\le\sum_i(x_i-y_i)r_i$, and the Cauchy–Schwarz inequality gives $\sum_i(x_i-y_i)^2\le\sum_i r_i^2$.
